# Variance of a fitted straight line at any point, for uncorrelated noise of equal variance

Diffusion Monte Carlo energies computed at several time steps are often extrapolated along a straight line to zero time step. Each energy carries a statistical error, and so does the extrapolated value. How large the latter is depends on the errors of the energies, on the number of time steps, on where they lie and on how far away the line is read.

Let the data be

y_i = a + b x_i + ε_i,  i = 0, …, n−1,

with exactly known abscissae x_i, not all equal, and noise ε_i of mean zero and common variance s², uncorrelated between data. If A + B x is the least-squares line, its value at z has mean a + b z and variance

s² (1/n + (z − x̄)²/Sxx).

Here x̄ is the mean of the x_i and Sxx = Σ (x_i − x̄)². For the extrapolation, z = 0, and the variance formula applies when the runs are independent with equal error bars. A curved time-step error leaves this variance unchanged but can bias the extrapolated value, which the error bar doesn't show.

In Lean 4 with Mathlib:

```lean
import Mathlib

open MeasureTheory ProbabilityTheory

namespace LineFitUncertainty

noncomputable section

variable {n : ℕ} {Ω : Type*} [MeasurableSpace Ω]
```

## The line, its residuals and the noise

The mean of the abscissae is x̄ = (Σ x_i)/n.

```lean
/-- The arithmetic mean of `n` numbers. -/
def mean (x : Fin n → ℝ) : ℝ := (∑ i, x i) / n
```

Their spread is Sxx = Σ (x_i − x̄)².

```lean
/-- The spread of the abscissae: the sum of squared deviations from their mean. -/
def sxx (x : Fin n → ℝ) : ℝ := ∑ i, (x i - mean x) ^ 2
```

A line is judged by its residual sum of squares, Σ (y_i − a − b x_i)².

```lean
/-- The residual sum of squares of the line `a + b x` for the data `(x i, y i)`. -/
def rss (x y : Fin n → ℝ) (a b : ℝ) : ℝ := ∑ i, (y i - (a + b * x i)) ^ 2
```

"Least squares" means that no other line has a smaller residual sum. It is defined by this minimisation, not by a formula for the coefficients.

```lean
/-- The line `a + b x` is a least-squares fit: no line has a smaller residual sum. -/
def IsLeastSquares (x y : Fin n → ℝ) (a b : ℝ) : Prop :=
  ∀ a' b', rss x y a b ≤ rss x y a' b'
```

The usual slope, Σ (x_i − x̄)(y_i − ȳ)/Sxx with ȳ the mean of the y_i, is defined separately. Together with the intercept ȳ − x̄ · slope it will be shown to give a minimiser.

```lean
/-- The textbook slope: the summed products of deviations over the spread. -/
def slope (x y : Fin n → ℝ) : ℝ :=
  (∑ i, (x i - mean x) * (y i - mean y)) / sxx x
```

The fitted value at z will turn out to be a weighted sum of the data, with weights

w_i = 1/n + q (x_i − x̄),  q = (z − x̄)/Sxx.

```lean
/-- The weight with which datum `i` enters the fitted value at `z`. -/
def weight (x : Fin n → ℝ) (z : ℝ) (i : Fin n) : ℝ :=
  1 / (n : ℝ) + (z - mean x) / sxx x * (x i - mean x)
```

The noise is a family of random variables `ε i` on a probability space with measure `μ`; an outcome `ω` is one realisation of the whole data set. Only first and second moments are prescribed: E[ε_i] = 0, and E[ε_i ε_j] is s² for i = j and 0 otherwise. `MemLp (ε i) 2 μ` says that ε_i is square-integrable. Neither a Gaussian law nor independence is required. Successive points of a single trajectory are usually correlated and don't fit this model.

```lean
/-- Square-integrable noise with zero mean, variance `s ^ 2` and no correlations. -/
structure UncorrelatedNoise (μ : Measure Ω) (ε : Fin n → Ω → ℝ) (s : ℝ) : Prop where
  memLp : ∀ i, MemLp (ε i) 2 μ
  zero_mean : ∀ i, ∫ ω, ε i ω ∂μ = 0
  cov : ∀ i j, ∫ ω, ε i ω * ε j ω ∂μ = if i = j then s ^ 2 else 0
```

## Sums over deviations

Write d_i = x_i − x̄. Then

Σ d_i = Σ x_i − n x̄ = 0.

```lean
/-- Deviations from the mean sum to zero. -/
theorem sum_dev (x : Fin n → ℝ) : ∑ i, (x i - mean x) = 0 := by
  rcases Nat.eq_zero_or_pos n with rfl | hn
  · simp
  · have hn' : (n : ℝ) ≠ 0 := Nat.cast_ne_zero.mpr hn.ne'
    have h : (n : ℝ) * ((∑ i, x i) / n) = ∑ i, x i := by field_simp
    simp only [mean, Finset.sum_sub_distrib, Finset.sum_const, Finset.card_univ,
      Fintype.card_fin, nsmul_eq_mul]
    linarith
```

If Sxx were zero, every square d_i² would vanish and all x_i would equal x̄, against the assumption. Hence Sxx > 0.

```lean
/-- The spread is positive when the abscissae are not all equal. -/
theorem sxx_pos {x : Fin n → ℝ} (hx : ∃ i j, x i ≠ x j) : 0 < sxx x := by
  obtain ⟨i, j, hij⟩ := hx
  have h0 : 0 ≤ sxx x := Finset.sum_nonneg fun k _ => sq_nonneg _
  refine lt_of_le_of_ne h0 fun h => hij ?_
  have h' : ∑ k, (x k - mean x) ^ 2 = 0 := h.symm
  have hz : ∀ k, x k - mean x = 0 := fun k => by
    have h2 : (x k - mean x) ^ 2 = 0 :=
      (Finset.sum_eq_zero_iff_of_nonneg (fun k _ => sq_nonneg (x k - mean x))).1 h' k
        (Finset.mem_univ k)
    exact (pow_eq_zero_iff two_ne_zero).1 h2
  linarith [hz i, hz j]
```

For any numbers p, q, u, v, the terms linear in d_i drop out of the product sum:

Σ (p + q d_i)(u + v d_i) = n p u + q v Sxx.

```lean
/-- The sum over the data of a product of two linear functions of the deviation. -/
theorem sum_affine (x : Fin n → ℝ) (p q u v : ℝ) :
    ∑ i, (p + q * (x i - mean x)) * (u + v * (x i - mean x)) = n * p * u + q * v * sxx x := by
  calc _ = ∑ i, (p * u + (p * v + q * u) * (x i - mean x) + q * v * (x i - mean x) ^ 2) :=
        Finset.sum_congr rfl fun i _ => by ring
    _ = _ := by
        rw [Finset.sum_add_distrib, Finset.sum_add_distrib, ← Finset.mul_sum, ← Finset.mul_sum,
          ← Finset.mul_sum, sum_dev x]
        simp only [Finset.sum_const, Finset.card_univ, Fintype.card_fin, nsmul_eq_mul, sxx]
        ring
```

## The usual slope and intercept minimise the residual sum

Let β be the usual slope and r_i = y_i − ȳ − β d_i the residuals of its line. Then

Σ r_i = 0,
Σ r_i d_i = Σ d_i (y_i − ȳ) − β Sxx = 0.

Another line a' + b' x has residuals r_i − (g + h d_i), with g = a' − ȳ + b' x̄ and h = b' − β. Squaring and summing gives

RSS' = RSS + Σ (g + h d_i)² − 2g Σ r_i − 2h Σ r_i d_i ≥ RSS.

In the proof, `hr0` and `hr1` are the two vanishing sums and `e` is this expansion. A least-squares line therefore exists for every data set with the given abscissae.

```lean
/-- The textbook slope and intercept give a least-squares line. -/
theorem isLeastSquares_slope {x : Fin n → ℝ} (hx : ∃ i j, x i ≠ x j) (y : Fin n → ℝ) :
    IsLeastSquares x y (mean y - slope x y * mean x) (slope x y) := by
  intro a' b'
  -- the residuals are orthogonal to constants and to the deviations
  have hr0 : ∑ i, (y i - mean y - slope x y * (x i - mean x)) = 0 := by
    rw [Finset.sum_sub_distrib, ← Finset.mul_sum, sum_dev, sum_dev]; ring
  have hr1 : ∑ i, (y i - mean y - slope x y * (x i - mean x)) * (x i - mean x) = 0 := by
    have hB : slope x y * sxx x = ∑ i, (x i - mean x) * (y i - mean y) :=
      div_mul_cancel₀ _ (sxx_pos hx).ne'
    rw [← sub_eq_zero.mpr hB.symm, sxx, Finset.mul_sum, ← Finset.sum_sub_distrib]
    exact Finset.sum_congr rfl fun i _ => by ring
  have e : rss x y a' b' = rss x y (mean y - slope x y * mean x) (slope x y)
      + ∑ i, (a' - mean y + b' * mean x + (b' - slope x y) * (x i - mean x)) ^ 2
      - 2 * (a' - mean y + b' * mean x) * ∑ i, (y i - mean y - slope x y * (x i - mean x))
      - 2 * (b' - slope x y) *
        ∑ i, (y i - mean y - slope x y * (x i - mean x)) * (x i - mean x) := by
    unfold rss
    rw [Finset.mul_sum, Finset.mul_sum, ← Finset.sum_add_distrib, ← Finset.sum_sub_distrib,
      ← Finset.sum_sub_distrib]
    exact Finset.sum_congr rfl fun i _ => by ring
  rw [hr0, hr1] at e
  have hpos : 0 ≤ ∑ i, (a' - mean y + b' * mean x + (b' - slope x y) * (x i - mean x)) ^ 2 :=
    Finset.sum_nonneg fun i _ => sq_nonneg _
  linarith
```

## Weights that reproduce straight lines

Apply the product sum to w_i and a + b x_i = (a + b x̄) + b d_i:

Σ w_i (a + b x_i) = (a + b x̄) + b (z − x̄) = a + b z.

Applied to w_i with itself, it gives

Σ w_i² = 1/n + q² Sxx = 1/n + (z − x̄)²/Sxx.

```lean
/-- The weights reproduce every straight line at `z`, and their squares sum to
`1/n + (z - mean x)^2 / sxx x`. -/
theorem weight_sums {x : Fin n → ℝ} (hx : ∃ i j, x i ≠ x j) (z : ℝ) :
    (∀ a b, ∑ i, weight x z i * (a + b * x i) = a + b * z) ∧
      ∑ i, weight x z i ^ 2 = 1 / n + (z - mean x) ^ 2 / sxx x := by
  have hn : (n : ℝ) ≠ 0 := by
    obtain ⟨i, _, _⟩ := hx
    exact Nat.cast_ne_zero.mpr (by have := i.isLt; omega)
  have h1 : (n : ℝ) * (1 / n) = 1 := mul_one_div_cancel hn
  have h2 : (z - mean x) / sxx x * sxx x = z - mean x := div_mul_cancel₀ _ (sxx_pos hx).ne'
  constructor
  · intro a b
    have h := sum_affine x (1 / n) ((z - mean x) / sxx x) (a + b * mean x) b
    have e : ∑ i, weight x z i * (a + b * x i) = _ :=
      (Finset.sum_congr rfl fun i _ => by unfold weight; ring).trans h
    rw [e]
    linear_combination (a + b * mean x) * h1 + b * h2
  · have h := sum_affine x (1 / n) ((z - mean x) / sxx x) (1 / n) ((z - mean x) / sxx x)
    have e : ∑ i, weight x z i ^ 2 = _ :=
      (Finset.sum_congr rfl fun i _ => by unfold weight; ring).trans h
    rw [e]
    linear_combination (1 / (n : ℝ)) * h1 + (z - mean x) / sxx x * h2
```

For x = (1, 2, 3) and z = 0, the weights are 4/3, 1/3 and −2/3. Their squares sum to 7/3, so the extrapolated value has a standard error of about 1.53 s, larger than that of any single datum.

## The fitted value is a weighted sum of the data

In this step a + b x denotes any least-squares line for data y. Put R = Σ w_i (y_i − a − b x_i) and Q = Σ w_i². As a function of x_i, the weight is itself a straight line, so adding t times it gives another admissible line. Minimality requires, for every real t,

0 ≤ t² Q − 2 t R.

Choose t = R/(Q + 1), so that R = t (Q + 1). The right-hand side becomes −t² (Q + 2), which forces t = 0 and R = 0. Therefore

Σ w_i y_i = R + Σ w_i (a + b x_i) = a + b z.

```lean
/-- The value at `z` of a least-squares line is the weighted sum of the data. -/
theorem fitted_eq_weights {x y : Fin n → ℝ} (hx : ∃ i j, x i ≠ x j) {a b : ℝ}
    (h : IsLeastSquares x y a b) (z : ℝ) : a + b * z = ∑ i, weight x z i * y i := by
  obtain ⟨R, hR⟩ : ∃ R, R = ∑ i, weight x z i * (y i - (a + b * x i)) := ⟨_, rfl⟩
  obtain ⟨Q, hQ⟩ : ∃ Q, Q = ∑ i, weight x z i ^ 2 := ⟨_, rfl⟩
  have hQ0 : 0 ≤ Q := hQ ▸ Finset.sum_nonneg fun i _ => sq_nonneg _
  -- shift the line by `t` times the weight function, itself a straight line
  have step : ∀ t : ℝ, 0 ≤ t ^ 2 * Q - 2 * t * R := fun t => by
    have ht := h (a + t * (1 / n - (z - mean x) / sxx x * mean x))
      (b + t * ((z - mean x) / sxx x))
    have e : rss x y (a + t * (1 / n - (z - mean x) / sxx x * mean x))
        (b + t * ((z - mean x) / sxx x)) = rss x y a b + t ^ 2 * Q - 2 * t * R := by
      rw [hQ, hR]
      unfold rss
      rw [Finset.mul_sum, Finset.mul_sum, ← Finset.sum_add_distrib, ← Finset.sum_sub_distrib]
      exact Finset.sum_congr rfl fun i _ => by unfold weight; ring
    linarith
  have hR0 : R = 0 := by
    obtain ⟨t, ht⟩ : ∃ t, R = t * (Q + 1) :=
      ⟨R / (Q + 1), (div_mul_cancel₀ _ (by positivity)).symm⟩
    have h1 := step t
    rw [ht] at h1
    have h2 : t ^ 2 = 0 := by nlinarith [sq_nonneg t, mul_nonneg (sq_nonneg t) hQ0]
    rw [ht, (pow_eq_zero_iff two_ne_zero).1 h2, zero_mul]
  have hs : ∑ i, weight x z i * y i = R + ∑ i, weight x z i * (a + b * x i) := by
    rw [hR, ← Finset.sum_add_distrib]
    exact Finset.sum_congr rfl fun i _ => by ring
  rw [hs, hR0, (weight_sums hx z).1, zero_add]
```

## Mean and variance of a linear combination

For fixed signals m_i and coefficients c_i, the mean of Σ c_i (m_i + ε_i) is Σ c_i m_i. The fluctuation is Σ c_i ε_i, and

E[(Σ c_i ε_i)²] = Σ_i Σ_j c_i c_j E[ε_i ε_j] = s² Σ c_i².

The proof writes the square as a double sum in `hpt`; square-integrability allows the expectation to be taken term by term.

```lean
variable {μ : Measure Ω} [IsProbabilityMeasure μ] {ε : Fin n → Ω → ℝ} {s : ℝ}

/-- Mean and variance of a linear combination of signals `m i` with uncorrelated noise. -/
theorem linear_moments (hε : UncorrelatedNoise μ ε s) (c m : Fin n → ℝ) :
    ∫ ω, ∑ i, c i * (m i + ε i ω) ∂μ = ∑ i, c i * m i ∧
      Var[fun ω => ∑ i, c i * (m i + ε i ω); μ] = s ^ 2 * ∑ i, c i ^ 2 := by
  have hint : ∀ i, Integrable (ε i) μ := fun i => (hε.memLp i).integrable one_le_two
  have hI : ∀ i ∈ Finset.univ, Integrable (fun ω => c i * (m i + ε i ω)) μ :=
    fun i _ => ((integrable_const (m i)).add (hint i)).const_mul (c i)
  have hmean : ∫ ω, ∑ i, c i * (m i + ε i ω) ∂μ = ∑ i, c i * m i := by
    rw [integral_finsetSum _ hI]
    refine Finset.sum_congr rfl fun i _ => ?_
    rw [integral_const_mul, integral_add (integrable_const _) (hint i), hε.zero_mean i]
    simp
  refine ⟨hmean, ?_⟩
  have hsum : Integrable (fun ω => ∑ i, c i * (m i + ε i ω)) μ := integrable_finsetSum _ hI
  -- the squared fluctuation is a double sum over noise products
  have hpt : ∀ ω, (∑ i, c i * (m i + ε i ω) - ∑ i, c i * m i) ^ 2
      = ∑ i, ∑ j, c i * c j * (ε i ω * ε j ω) := fun ω => by
    have h : ∑ i, c i * (m i + ε i ω) - ∑ i, c i * m i = ∑ i, c i * ε i ω := by
      rw [← Finset.sum_sub_distrib]
      exact Finset.sum_congr rfl fun i _ => by ring
    rw [h, sq, Finset.sum_mul_sum]
    exact Finset.sum_congr rfl fun i _ => Finset.sum_congr rfl fun j _ => by ring
  have hij : ∀ i j, Integrable (fun ω => c i * c j * (ε i ω * ε j ω)) μ :=
    fun i j => ((hε.memLp i).integrable_mul (hε.memLp j)).const_mul _
  have hi : ∀ i ∈ Finset.univ, Integrable (fun ω => ∑ j, c i * c j * (ε i ω * ε j ω)) μ :=
    fun i _ => integrable_finsetSum _ fun j _ => hij i j
  rw [variance_eq_integral hsum.aemeasurable]
  simp only [hmean, hpt]
  rw [integral_finsetSum _ hi, Finset.mul_sum]
  refine Finset.sum_congr rfl fun i _ => ?_
  rw [integral_finsetSum _ (fun j _ => hij i j)]
  simp only [integral_const_mul, hε.cov, mul_ite, mul_zero, Finset.sum_ite_eq,
    Finset.mem_univ, if_true]
  ring
```

## The variance of the fitted value

Now a and b are again the true coefficients, while `A ω` and `B ω` are those fitted to realisation `ω`. The hypothesis `hfit` says that the fit minimises the residual sum for every realisation. Setting c_i = w_i and m_i = a + b x_i gives the mean and variance stated at the start.

```lean
/-- For a least-squares line through noisy data on the line `a + b x`, the fitted value at `z`
has mean `a + b z` and variance `s^2 (1/n + (z - mean x)^2 / sxx x)`. -/
theorem fitted_value_moments {x : Fin n → ℝ} (hx : ∃ i j, x i ≠ x j)
    (hε : UncorrelatedNoise μ ε s) {a b : ℝ} {A B : Ω → ℝ}
    (hfit : ∀ ω, IsLeastSquares x (fun i => a + b * x i + ε i ω) (A ω) (B ω)) (z : ℝ) :
    ∫ ω, (A ω + B ω * z) ∂μ = a + b * z ∧
      Var[fun ω => A ω + B ω * z; μ] = s ^ 2 * (1 / n + (z - mean x) ^ 2 / sxx x) := by
  have hF : (fun ω => A ω + B ω * z) = fun ω => ∑ i, weight x z i * (a + b * x i + ε i ω) :=
    funext fun ω => fitted_eq_weights hx (hfit ω) z
  obtain ⟨h1, h2⟩ := linear_moments hε (weight x z) (fun i => a + b * x i)
  rw [hF]
  exact ⟨h1.trans ((weight_sums hx z).1 a b), h2.trans (by rw [(weight_sums hx z).2])⟩
```

This is the uncertainty of the line at z; the scatter of a new measurement there is not included. The value of s is taken as given, not estimated from the residuals.

In a program, the same number follows from the covariance matrix of the fitted coefficients as Var(A) + 2z Cov(A, B) + z² Var(B), provided that the matrix is computed with the given s and not rescaled by the residuals. At z = 0 only Var(A) remains. Elsewhere, leaving out the covariance gives a wrong error bar unless x̄ = 0.

## No unbiased linear estimate has smaller variance

Let Σ c_i y_i have mean a' + b' z for every line a' + b' x. Then Σ c_i (a' + b' x_i) = a' + b' z, and taking the weight function as the line gives

Σ c_i w_i = 1/n − q x̄ + q z = Σ w_i².

Consequently

0 ≤ Σ (c_i − w_i)² = Σ c_i² − Σ w_i².

Multiplying by s² compares the two variances. This is the Gauss–Markov property for the value of a straight line at one point; biased or nonlinear estimators are not part of the comparison.

```lean
/-- Among linear combinations of the data whose mean is `a + b z` for every line, none has a
smaller variance than the least-squares fitted value at `z`. -/
theorem fitted_value_best_linear_unbiased {x : Fin n → ℝ} (hx : ∃ i j, x i ≠ x j)
    (hε : UncorrelatedNoise μ ε s) {a b : ℝ} {A B : Ω → ℝ}
    (hfit : ∀ ω, IsLeastSquares x (fun i => a + b * x i + ε i ω) (A ω) (B ω)) (z : ℝ)
    (c : Fin n → ℝ)
    (hc : ∀ a' b', ∫ ω, ∑ i, c i * (a' + b' * x i + ε i ω) ∂μ = a' + b' * z) :
    Var[fun ω => A ω + B ω * z; μ] ≤ Var[fun ω => ∑ i, c i * (a + b * x i + ε i ω); μ] := by
  have hc' : ∀ a' b', ∑ i, c i * (a' + b' * x i) = a' + b' * z := fun a' b' =>
    (linear_moments hε c (fun i => a' + b' * x i)).1.symm.trans (hc a' b')
  have hv : Var[fun ω => ∑ i, c i * (a + b * x i + ε i ω); μ] = s ^ 2 * ∑ i, c i ^ 2 :=
    (linear_moments hε c (fun i => a + b * x i)).2
  rw [(fitted_value_moments hx hε hfit z).2, hv]
  refine mul_le_mul_of_nonneg_left ?_ (sq_nonneg s)
  -- the weights are linear in `x i`, so unbiasedness fixes their overlap with `c`
  have hcw : ∑ i, c i * weight x z i = 1 / n + (z - mean x) ^ 2 / sxx x := by
    have e : ∑ i, c i * weight x z i = _ :=
      (Finset.sum_congr rfl fun i _ => by unfold weight; ring).trans
        (hc' (1 / n - (z - mean x) / sxx x * mean x) ((z - mean x) / sxx x))
    rw [e]; ring
  have hsq : ∑ i, (c i - weight x z i) ^ 2
      = ∑ i, c i ^ 2 - 2 * ∑ i, c i * weight x z i + ∑ i, weight x z i ^ 2 := by
    rw [Finset.mul_sum, ← Finset.sum_sub_distrib, ← Finset.sum_add_distrib]
    exact Finset.sum_congr rfl fun i _ => by ring
  have hpos : 0 ≤ ∑ i, (c i - weight x z i) ^ 2 := Finset.sum_nonneg fun i _ => sq_nonneg _
  rw [hsq, hcw, (weight_sums hx z).2] at hpos
  linarith
```

## A concrete noise model with three data

The noise conditions can be met on four equally likely outcomes.

```lean
/-- Four equally likely outcomes. -/
def fourPoint : Measure (Fin 4) := (4⁻¹ : ENNReal) • Measure.count
```

Each of three noise variables takes the values ±1 in its own pattern.

```lean
/-- Three sign patterns on four outcomes. -/
def signs : Fin 3 → Fin 4 → ℝ := ![![1, 1, -1, -1], ![1, -1, 1, -1], ![1, -1, -1, 1]]
```

Every pattern sums to zero, its squares average to 1, and the product of two different patterns sums to zero. This is uncorrelated noise with s = 1, checked by evaluating the finite sums.

```lean
/-- The three sign patterns on four equally likely outcomes are uncorrelated noise of
unit variance. -/
theorem uncorrelatedNoise_witness :
    IsProbabilityMeasure fourPoint ∧ UncorrelatedNoise fourPoint signs 1 := by
  have hcount : Measure.count (Set.univ : Set (Fin 4)) = 4 := by
    rw [← Finset.coe_univ, Measure.count_apply_finset]; simp
  have hP : IsProbabilityMeasure fourPoint := ⟨by
    simp only [fourPoint, Measure.smul_apply, smul_eq_mul, hcount]
    exact ENNReal.inv_mul_cancel (by norm_num) (by simp)⟩
  have hE : ∀ f : Fin 4 → ℝ, ∫ ω, f ω ∂fourPoint = (∑ ω, f ω) / 4 := fun f => by
    rw [fourPoint, integral_smul_measure, integral_count]
    simp [div_eq_inv_mul]
  refine ⟨hP, ⟨fun i => ?_, fun i => ?_, fun i j => ?_⟩⟩
  · refine MemLp.of_bound Measurable.of_discrete.aestronglyMeasurable 1
      (Filter.Eventually.of_forall fun ω => ?_)
    fin_cases i <;> fin_cases ω <;> simp [signs]
  · rw [hE]
    fin_cases i <;> norm_num [signs, Fin.sum_univ_succ]
  · rw [hE]
    fin_cases i <;> fin_cases j <;> norm_num [signs, Fin.sum_univ_succ]

end

end LineFitUncertainty
```

```lean
#print axioms LineFitUncertainty.isLeastSquares_slope
#print axioms LineFitUncertainty.fitted_value_best_linear_unbiased
```

```
'LineFitUncertainty.isLeastSquares_slope' depends on axioms: [propext, Classical.choice, Quot.sound]
'LineFitUncertainty.fitted_value_best_linear_unbiased' depends on axioms: [propext, Classical.choice, Quot.sound]
```
